# Keeping the D ≥ 1 largest block weights discards at most S/ln(D+1)

In the density matrix renormalisation group (DMRG), a chain of sites or orbitals is cut into two blocks, and only D states of a block are kept. The weights p_i are the eigenvalues of the block's reduced density matrix, sorted from large to small. When the whole chain is in a pure state, their entropy S measures the entanglement across the cut. The question is how much weight can be lost when only S and D are known.

Indices start at zero, as in Lean: the weights are p_0 ≥ p_1 ≥ … ≥ p_{n−1}, the kept states have i < D, and the discarded ones have i ≥ D. Logarithms are natural.

## Weights, entropy and discarded weight

```lean
import Mathlib

open Finset

namespace DMRGEntropyTruncation

noncomputable section

/-- An ordered spectrum of block-state weights: non-increasing, nonnegative and summing to one. -/
structure IsSpectrum {n : ℕ} (p : Fin n → ℝ) : Prop where
  anti : Antitone p
  nonneg : ∀ i, 0 ≤ p i
  sum_one : ∑ i, p i = 1
```

A list of n real weights is a function `p : Fin n → ℝ`, where `Fin n` is the set of indices 0, …, n−1. The structure `IsSpectrum p` bundles three conditions: the weights do not increase (`Antitone`), none is negative, and they sum to one.

```lean
/-- The Shannon entropy `-∑ p ln p` of the weights, with `0 ln 0 = 0`. -/
def entropy {n : ℕ} (p : Fin n → ℝ) : ℝ := -∑ i, p i * Real.log (p i)
```

This is

S = −Σ_i p_i ln p_i.

A zero weight contributes nothing, in agreement with the usual convention 0 ln 0 = 0.

```lean
/-- The weight discarded when only the first `D` block states are kept. -/
def discardedWeight {n : ℕ} (D : ℕ) (p : Fin n → ℝ) : ℝ :=
  ∑ i ∈ univ.filter (fun i : Fin n => D ≤ (i : ℕ)), p i
```

The `filter` selects the indices with D ≤ i, so the definition reads

w_D = Σ_{i≥D} p_i.

If D ≥ n, nothing is discarded and the sum is zero.

## Why a late weight must be small

```lean
/-- In an ordered spectrum the `k`-th largest weight is at most `1/k`
(here `k = i + 1`, since indices start at zero). -/
theorem rank_mul_weight_le_one {n : ℕ} {p : Fin n → ℝ} (hp : IsSpectrum p) (i : Fin n) :
    ((i : ℕ) + 1 : ℝ) * p i ≤ 1 := by
  -- the weights up to position `i` are all at least `p i`
  have h1 : (Finset.Iic i).card • p i ≤ ∑ j ∈ Finset.Iic i, p j :=
    Finset.card_nsmul_le_sum _ _ _ (fun j hj => hp.anti (Finset.mem_Iic.mp hj))
  have h2 : ∑ j ∈ Finset.Iic i, p j ≤ ∑ j, p j :=
    Finset.sum_le_sum_of_subset_of_nonneg (Finset.subset_univ _) (fun j _ _ => hp.nonneg j)
  rw [Fin.card_Iic, nsmul_eq_mul] at h1
  push_cast at h1
  linarith [hp.sum_one]
```

The i+1 weights p_0, …, p_i are all at least p_i, and together they cannot exceed one:

(i+1) p_i ≤ Σ_{j≤i} p_j ≤ Σ_j p_j = 1.

The first inequality is the Mathlib lemma `Finset.card_nsmul_le_sum`, which carries the central idea. It says that if every term of a finite sum is at least a, then the sum is at least the number of terms times a. Here the index set is `Finset.Iic i`, all indices up to and including i, and the ordering `hp.anti` supplies the condition on each term. The lemma writes the product as a natural-number multiple, `•`; `Fin.card_Iic` counts i+1 terms, and `nsmul_eq_mul` turns the multiple into an ordinary product of real numbers.

```lean
/-- In an ordered spectrum, each state beyond the first `D` contributes at least
`p ln(D+1)` to the entropy. -/
theorem weight_mul_log_le {n : ℕ} {p : Fin n → ℝ} (hp : IsSpectrum p) {D : ℕ} {i : Fin n}
    (hi : D ≤ (i : ℕ)) :
    p i * Real.log ((D : ℝ) + 1) ≤ -(p i * Real.log (p i)) := by
  rcases eq_or_lt_of_le (hp.nonneg i) with h0 | h0
  · rw [← h0]
    simp
  · have hD : (0 : ℝ) < (D : ℝ) + 1 := by positivity
    have hc : (D : ℝ) ≤ ((i : ℕ) : ℝ) := by exact_mod_cast hi
    have h1 : ((D : ℝ) + 1) * p i ≤ 1 := by
      nlinarith [rank_mul_weight_le_one hp i, mul_nonneg (sub_nonneg.2 hc) h0.le]
    have h2 := Real.log_nonpos (mul_pos hD h0).le h1
    rw [Real.log_mul hD.ne' h0.ne'] at h2
    nlinarith [mul_nonneg h0.le (neg_nonneg.2 h2)]
```

For a discarded state, i ≥ D, so (D+1) p_i ≤ (i+1) p_i ≤ 1. If p_i > 0, taking logarithms gives

ln(D+1) + ln p_i ≤ 0,

and multiplying by p_i gives

p_i ln(D+1) ≤ −p_i ln p_i.

If p_i = 0, both sides vanish. Lean makes the same split with `rcases`, because the rule for the logarithm of a product needs nonzero factors. The tactic `nlinarith` handles the inequalities that involve products.

## The entropy bound

```lean
/-- Keeping the `D ≥ 1` largest weights of an ordered spectrum with entropy `S` discards
a weight of at most `S / ln(D+1)`. -/
theorem discardedWeight_le {n : ℕ} {p : Fin n → ℝ} (hp : IsSpectrum p) {D : ℕ} (hD : 1 ≤ D) :
    discardedWeight D p ≤ entropy p / Real.log ((D : ℝ) + 1) := by
  have hD' : (1 : ℝ) ≤ D := by exact_mod_cast hD
  have hL : 0 < Real.log ((D : ℝ) + 1) := Real.log_pos (by linarith)
  rw [le_div_iff₀ hL]
  unfold discardedWeight entropy
  rw [Finset.sum_mul, ← Finset.sum_neg_distrib]
  refine (Finset.sum_le_sum fun i hi =>
    weight_mul_log_le hp (Finset.mem_filter.mp hi).2).trans ?_
  -- the kept states contribute nonnegative entropy
  refine Finset.sum_le_sum_of_subset_of_nonneg (Finset.subset_univ _) fun i _ _ => ?_
  have h := weight_mul_log_le hp (Nat.zero_le (i : ℕ))
  rw [Nat.cast_zero, zero_add, Real.log_one, mul_zero] at h
  exact h
```

Summing over the discarded states gives

w_D ln(D+1) ≤ Σ_{i≥D} (−p_i ln p_i) ≤ S.

The last step adds the kept states' entropy terms, which are nonnegative. Lean obtains this from the previous lemma with D = 0, where ln 1 = 0. Since D ≥ 1, ln(D+1) is positive and can be divided out:

w_D ≤ S/ln(D+1).

Rearranged for a target δ > 0, keeping D ≥ 1 states with D+1 ≥ exp(S/δ) is enough for w_D ≤ δ.

In a two-site DMRG step, the optimised two-site tensor is reshaped into a matrix and split by a singular value decomposition. For a normalised state with the orthogonality centre on those two sites, the squared singular values are the p_i. The D largest singular values are kept, and the squares of the discarded singular values add up to w_D. With S = 1 and D = 1000, the entropy bound permits a discarded weight of about 0.145; a rapidly decaying spectrum loses far less.

## The error in the state vector

```lean
/-- Let a state be expanded in orthonormal vectors with amplitudes `c` whose squared moduli
form an ordered spectrum. Keeping the first `D ≥ 1` terms gives a squared norm error of at
most the entropy of that spectrum divided by `ln(D+1)`. -/
theorem truncation_error_le {E : Type*} [NormedAddCommGroup E] [InnerProductSpace ℂ E]
    {n : ℕ} {e : Fin n → E} (he : Orthonormal ℂ e) {c : Fin n → ℂ}
    (hc : IsSpectrum fun i => ‖c i‖ ^ 2) {D : ℕ} (hD : 1 ≤ D) :
    ‖∑ i, c i • e i - ∑ i ∈ univ.filter (fun i : Fin n => (i : ℕ) < D), c i • e i‖ ^ 2
      ≤ entropy (fun i => ‖c i‖ ^ 2) / Real.log ((D : ℝ) + 1) := by
  -- the error vector is the discarded part of the expansion
  have h1 : ∑ i, c i • e i - ∑ i ∈ univ.filter (fun i : Fin n => (i : ℕ) < D), c i • e i
      = ∑ i ∈ univ.filter (fun i : Fin n => D ≤ (i : ℕ)), c i • e i := by
    rw [Finset.sum_filter, Finset.sum_filter, ← Finset.sum_sub_distrib]
    refine Finset.sum_congr rfl fun i _ => ?_
    by_cases h : D ≤ (i : ℕ)
    · simp [h, not_lt.mpr h]
    · simp [h, not_le.mp h]
  -- by orthonormality its squared norm is the discarded weight
  have h2 : ‖∑ i ∈ univ.filter (fun i : Fin n => D ≤ (i : ℕ)), c i • e i‖ ^ 2
      = discardedWeight D (fun i => ‖c i‖ ^ 2) := by
    rw [norm_sq_eq_re_inner (𝕜 := ℂ), he.inner_sum, map_sum]
    refine Finset.sum_congr rfl fun i _ => ?_
    show ((starRingEnd ℂ) (c i) * c i).re = ‖c i‖ ^ 2
    rw [← Complex.normSq_eq_norm_sq, Complex.normSq_apply]
    simp [Complex.mul_re]
  rw [h1, h2]
  exact discardedWeight_le hc hD
```

Let ψ = Σ_i c_i e_i be normalised, with orthonormal e_i and the weights p_i = |c_i|² sorted from large to small, and let ψ_D contain only the terms with i < D. The error is the discarded part of the expansion (`h1`), and orthonormality removes its cross terms (`h2`):

‖ψ − ψ_D‖² = Σ_{i≥D} |c_i|² = w_D ≤ S/ln(D+1).

The truncated vector is not renormalised. For DMRG, each e_i is a product of a left and a right block state from the Schmidt decomposition. That a state has such an expansion is taken as given here; the theorem starts from the orthonormal vectors and their amplitudes.

## A spectrum with a long flat tail

```lean
/-- One weight `1 - ε` followed by `2D` equal weights `ε/(2D)`, for `D ≥ 1`. -/
def flatTail (D : ℕ) (ε : ℝ) (i : Fin (2 * D + 1)) : ℝ :=
  if i = 0 then 1 - ε else ε / (2 * D)
```

To see how good the logarithm is, take one weight 1−ε followed by 2D equal weights ε/(2D), so that n = 2D+1.

```lean
/-- For `D ≥ 1` and `0 ≤ ε ≤ 1/2` the flat-tail weights form an ordered spectrum. -/
theorem flatTail_isSpectrum {D : ℕ} (hD : 1 ≤ D) {ε : ℝ} (h0 : 0 ≤ ε) (h1 : ε ≤ 1 / 2) :
    IsSpectrum (flatTail D ε) := by
  have hD' : (1 : ℝ) ≤ D := by exact_mod_cast hD
  have ht : ε / (2 * D) ≤ ε := div_le_self h0 (by linarith)
  refine ⟨fun i j hij => ?_, fun i => ?_, ?_⟩
  · unfold flatTail
    split_ifs with hj hi hi
    · exact le_rfl
    · exact absurd (le_antisymm (hj ▸ hij) (Fin.zero_le i)) hi
    · linarith
    · exact le_rfl
  · unfold flatTail
    split_ifs
    · linarith
    · positivity
  · have h : 2 * (D : ℝ) * (ε / (2 * D)) = ε := by field_simp
    rw [Fin.sum_univ_succ]
    simp only [flatTail, Fin.succ_ne_zero, ↓reduceIte, Finset.sum_const, Finset.card_univ,
      Fintype.card_fin, nsmul_eq_mul]
    push_cast
    linarith
```

For D ≥ 1 and 0 ≤ ε ≤ 1/2, the ordering follows from

ε/(2D) ≤ ε ≤ 1/2 ≤ 1−ε,

and the sum is (1−ε) + 2D · ε/(2D) = 1. Lean separates the first weight from the tail with `Fin.sum_univ_succ`.

```lean
/-- For `D ≥ 1` and `ε > 0` the flat-tail weights have entropy at most `ln 2 + ε ln(2D)`. -/
theorem flatTail_entropy_le {D : ℕ} (hD : 1 ≤ D) {ε : ℝ} (h0 : 0 < ε) :
    entropy (flatTail D ε) ≤ Real.log 2 + ε * Real.log (2 * D) := by
  have hD' : (1 : ℝ) ≤ D := by exact_mod_cast hD
  have hne : 2 * (D : ℝ) ≠ 0 := by positivity
  have h : 2 * (D : ℝ) * (ε / (2 * D)) = ε := by field_simp
  have hb : Real.binEntropy ε ≤ Real.log 2 := Real.binEntropy_le_log_two
  simp only [Real.binEntropy, Real.log_inv] at hb
  unfold entropy
  rw [Fin.sum_univ_succ]
  simp only [flatTail, Fin.succ_ne_zero, ↓reduceIte, Finset.sum_const, Finset.card_univ,
    Fintype.card_fin, nsmul_eq_mul]
  push_cast
  rw [← mul_assoc, h, Real.log_div h0.ne' hne]
  linarith
```

The entropy splits into a two-outcome part and a tail part:

S = [−(1−ε) ln(1−ε) − ε ln ε] + ε ln(2D) ≤ ln 2 + ε ln(2D).

The bracket is Mathlib's `Real.binEntropy`, which is at most ln 2.

```lean
/-- For `D ≥ 1`, keeping `D` states of the flat-tail weights discards `(D+1) ε/(2D)`. -/
theorem flatTail_discardedWeight {D : ℕ} (hD : 1 ≤ D) (ε : ℝ) :
    discardedWeight D (flatTail D ε) = ((D : ℝ) + 1) * (ε / (2 * D)) := by
  have hs : (Finset.univ.filter fun i : Fin (2 * D + 1) => D ≤ (i : ℕ))
      = Finset.Ici ⟨D, by omega⟩ := by
    ext i
    simp [Fin.le_def]
  have hc : (Finset.univ.filter fun i : Fin (2 * D + 1) => D ≤ (i : ℕ)).card = D + 1 := by
    rw [hs, Fin.card_Ici]
    show 2 * D + 1 - D = D + 1
    omega
  have hv : ∀ i ∈ Finset.univ.filter (fun i : Fin (2 * D + 1) => D ≤ (i : ℕ)),
      flatTail D ε i = ε / (2 * D) := by
    intro i hi
    have h := (Finset.mem_filter.mp hi).2
    have hi0 : i ≠ 0 := by
      intro h0
      rw [h0, Fin.val_zero] at h
      omega
    simp only [flatTail, hi0, ↓reduceIte]
  unfold discardedWeight
  rw [Finset.sum_congr rfl hv, Finset.sum_const, hc, nsmul_eq_mul]
  push_cast
  ring
```

The discarded indices are D, …, 2D. There are D+1 of them, all in the tail, so

w_D = (D+1) ε/(2D).

```lean
/-- For every `D ≥ 2` some ordered spectrum of `2D+1` weights has entropy at most `ln 2 + 1/2` and
discarded weight at least `1/(4 ln(2D))`. -/
theorem logarithmic_rate_sharp {D : ℕ} (hD : 2 ≤ D) :
    ∃ p : Fin (2 * D + 1) → ℝ, IsSpectrum p ∧ entropy p ≤ Real.log 2 + 1 / 2 ∧
      1 / (4 * Real.log (2 * D)) ≤ discardedWeight D p := by
  have hD' : (2 : ℝ) ≤ D := by exact_mod_cast hD
  have hL : 1 ≤ Real.log (2 * D) := by
    rw [Real.le_log_iff_exp_le (by linarith)]
    linarith [Real.exp_one_lt_d9]
  have hLpos : 0 < Real.log (2 * D) := by linarith
  -- the tail weight is tuned so that the entropy stays bounded
  obtain ⟨ε, hε⟩ : ∃ ε : ℝ, ε = 1 / (2 * Real.log (2 * D)) := ⟨_, rfl⟩
  have h0 : 0 < ε := by rw [hε]; positivity
  have hm : ε * Real.log (2 * D) = 1 / 2 := by rw [hε]; field_simp
  have h1 : ε ≤ 1 / 2 := by nlinarith
  refine ⟨flatTail D ε, flatTail_isSpectrum (by omega) h0.le h1, ?_, ?_⟩
  · have h := flatTail_entropy_le (D := D) (by omega) h0
    rwa [hm] at h
  · rw [flatTail_discardedWeight (by omega)]
    have h2 : 1 / (4 * Real.log (2 * D)) = ε / 2 := by
      rw [hε, div_div]
      congr 1
      ring
    have h3 : (D : ℝ) * (ε / (2 * D)) = ε / 2 := by field_simp
    have h4 : 0 ≤ ε / (2 * (D : ℝ)) := by positivity
    rw [h2, add_mul, h3]
    linarith

end

end DMRGEntropyTruncation
```

Choose ε = 1/(2 ln(2D)). For D ≥ 2, ln(2D) ≥ ln 4 > 1, so ε < 1/2 and the weights form a spectrum. Then

S ≤ ln 2 + 1/2,

w_D = ε/2 + ε/(2D) ≥ ε/2 = 1/(4 ln(2D)).

The spectrum changes with D, while its entropy stays below a fixed value. A guarantee based on bounded entropy alone therefore cannot improve faster than 1/ln D, up to a constant factor. The word `sharp` in the theorem's name refers to this rate and not to the prefactor. At D = 1000, for example, this spectrum has an entropy below 1.2 and still loses more than 3% of the weight. For DMRG, this means that an entropy of order one at a single cut does not by itself ensure a very small truncation error at moderate D; the decay of the weights matters too.

```lean
#print axioms DMRGEntropyTruncation.discardedWeight_le
-- 'DMRGEntropyTruncation.discardedWeight_le' depends on axioms: [propext, Classical.choice, Quot.sound]
#print axioms DMRGEntropyTruncation.truncation_error_le
-- 'DMRGEntropyTruncation.truncation_error_le' depends on axioms: [propext, Classical.choice, Quot.sound]
#print axioms DMRGEntropyTruncation.logarithmic_rate_sharp
-- 'DMRGEntropyTruncation.logarithmic_rate_sharp' depends on axioms: [propext, Classical.choice, Quot.sound]
```
